# Kurtosis Is at Least Squared Skewness Plus One for a Symmetric Operator in a Unit State of Positive Variance

Prepare a system many times in the same state and measure its energy each time. Unless the state is an energy eigenstate, the outcomes scatter. Their variance gives the width of the distribution, the third central moment its asymmetry, and the fourth the weight of its tails. These numbers are not independent: at a given variance, a large third central moment forces a large fourth one.

Let $A$ be a symmetric operator, $\psi$ a unit vector, $\langle A\rangle=\langle\psi,A\psi\rangle$ and $D=A-\langle A\rangle$. The central moments $m_k=\langle\psi,D^k\psi\rangle$ satisfy

$$m_3^2+m_2^3\le m_2m_4 .$$

Pearson's inequality is usually stated for a random variable; here it concerns these operator moments. For a Hamiltonian represented by a Hermitian matrix in a finite basis, it restricts the possible shapes of a trial state's energy distribution.

## The inequality from one squared norm

Since $D$ is symmetric, its powers can be moved across the inner product:

$$\langle D^j\psi,D^k\psi\rangle=\langle\psi,D^{j+k}\psi\rangle=m_{j+k}.$$

These numbers are real. Normalisation gives $m_0=1$ and $m_1=\langle A\rangle-\langle A\rangle=0$. Now take

$$w=m_2D^2\psi-m_3D\psi-m_2^2\psi .$$

Expanding its squared norm gives

$$\begin{aligned}
\|w\|^2&=m_2^2m_4+m_3^2m_2+m_2^4m_0-2m_2m_3^2-2m_2^4+2m_2^2m_3m_1\\
&=m_2\,(m_2m_4-m_3^2-m_2^3).
\end{aligned}$$

If $m_2>0$, the bracket is non-negative, which is the claim. If $m_2=\|D\psi\|^2=0$, then $D\psi=0$, so $m_3=\langle D\psi,D^2\psi\rangle=0$ and both sides vanish.

For $m_2>0$, division by $m_2^3$ gives

$$\frac{m_3^2}{m_2^3}+1\le\frac{m_4}{m_2^2},$$

that is, squared skewness plus one is at most the kurtosis.

## Equality and two eigenvalues

Suppose equality holds. If $m_2=0$, then $\psi$ is itself an eigenvector. If $m_2>0$, then $w=0$, so

$$D^2\psi=\frac{m_3}{m_2}D\psi+m_2\psi .$$

The polynomial $x^2-(m_3/m_2)x-m_2$ has positive discriminant $(m_3/m_2)^2+4m_2$, hence distinct real roots $p$ and $q$. Set

$$u=\frac{(D-q)\psi}{p-q},\qquad v=-\frac{(D-p)\psi}{p-q}.$$

Then $u+v=\psi$. The quadratic relation $(D-p)(D-q)\psi=0$ gives $Du=pu$ and $Dv=qv$, so $Au=(\langle A\rangle+p)u$ and $Av=(\langle A\rangle+q)v$.

Conversely, let $\psi=u+v$ with $Au=au$ and $Av=bv$ for real $a,b$. With $s=a+b-2\langle A\rangle$ and $r=-(a-\langle A\rangle)(b-\langle A\rangle)$, one has $D^2\psi=sD\psi+r\psi$. Taking the inner product with $D^j\psi$ gives

$$m_{j+2}=s\,m_{j+1}+r\,m_j .$$

For $j=0,1,2$ this reads $m_2=r$, $m_3=sm_2$ and $m_4=sm_3+rm_2$. Therefore $m_2m_4=m_3^2+m_2^3$.

## The second Lanczos step and a three-level example

In a Lanczos calculation started from $\psi$ with $m_2>0$, the first two diagonal entries of the tridiagonal matrix are $\langle A\rangle$ and $\langle A\rangle+m_3/m_2$, and the first off-diagonal entry is $\sqrt{m_2}$. The next residual is $w/m_2^{3/2}$, so the second off-diagonal entry $\beta$ satisfies

$$\beta^2=\frac{m_2m_4-m_3^2-m_2^3}{m_2^2}.$$

Equality means that the recursion stops after two vectors.

Take $A=\mathrm{diag}(0,1,3)$ and $\psi=(1/\sqrt2,\,1/2,\,1/2)$. The outcomes have probabilities $1/2,1/4,1/4$ and mean $1$, so the deviations are $-1,0,2$. Hence $m_2=3/2$, $m_3=3/2$ and $m_4=9/2$. The inequality reads $45/8\le 27/4$. The squared skewness is $2/3$ and the kurtosis is $2$, so $5/3\le2$; the Lanczos entry has $\beta^2=1/2$.

## Operators, states and moments in Lean

The space `E` is a complex inner product space, with neither completeness nor finite dimension assumed. Its inner product is linear in the second argument, as in Dirac notation.

```lean
import Mathlib

open scoped InnerProductSpace

namespace PearsonMomentInequality

noncomputable section

variable {E : Type*} [NormedAddCommGroup E] [InnerProductSpace ℂ E]
```

An observable is a linear map `A : Module.End ℂ E`, defined on all of `E` and mapping `E` to itself. For an unbounded observable, `E` can be a domain that `A` leaves invariant; every power $A^k\psi$ is then defined, and a state for which some power is undefined is excluded. The expectation value is defined as a real part, which for symmetric `A` is the whole inner product.

```lean
/-- The expectation value of `A` in the state `ψ`, as the real part of `⟨ψ, A ψ⟩`. -/
def expectation (A : Module.End ℂ E) (ψ : E) : ℝ := (inner ℂ ψ (A ψ)).re
```

The operator $D$ is `deviation A ψ`. It depends on the state through the subtracted mean.

```lean
/-- The deviation operator `A - ⟨A⟩`. -/
def deviation (A : Module.End ℂ E) (ψ : E) : Module.End ℂ E :=
  A - (expectation A ψ : ℂ) • (1 : Module.End ℂ E)
```

The moment $m_k$ is `centralMoment A ψ k`. Reading it as a moment of measured outcomes uses the Born rule, which is the physical step that the hypotheses do not supply.

```lean
/-- The central moment `m_k`, as the real part of `⟨ψ, (A - ⟨A⟩)^k ψ⟩`. -/
def centralMoment (A : Module.End ℂ E) (ψ : E) (k : ℕ) : ℝ :=
  (inner ℂ ψ ((deviation A ψ ^ k) ψ)).re
```

Skewness and kurtosis are the normalised third and fourth moments. The kurtosis here is not the excess kurtosis, from which 3 has been subtracted.

```lean
/-- The skewness `m₃ / m₂^(3/2)`, meaningful for `m₂ > 0`. -/
def skewness (A : Module.End ℂ E) (ψ : E) : ℝ :=
  centralMoment A ψ 3 / Real.sqrt (centralMoment A ψ 2) ^ 3

/-- The kurtosis `m₄ / m₂²`, meaningful for `m₂ > 0`. -/
def kurtosis (A : Module.End ℂ E) (ψ : E) : ℝ :=
  centralMoment A ψ 4 / centralMoment A ψ 2 ^ 2

/-- The deviation operator acts as `x ↦ A x - ⟨A⟩ x`. -/
theorem deviation_apply (A : Module.End ℂ E) (ψ x : E) :
    deviation A ψ x = A x - (expectation A ψ : ℂ) • x := rfl
```

## Overlaps as moments

The hypothesis `LinearMap.IsSymmetric A` says $\langle Ax,y\rangle=\langle x,Ay\rangle$ for all $x,y$ in `E`. In the next proof, `hsym` transfers this property to $D$, and `hpow` extends it to powers by induction. The last line obtains reality from equality with the complex conjugate.

```lean
/-- For symmetric `A`, the overlap of `(A - ⟨A⟩)^j ψ` with `(A - ⟨A⟩)^k ψ` is real and
equals the central moment of order `j + k`. -/
theorem inner_deviation_pow {A : Module.End ℂ E} (hA : LinearMap.IsSymmetric A)
    (ψ : E) (j k : ℕ) :
    inner ℂ ((deviation A ψ ^ j) ψ) ((deviation A ψ ^ k) ψ)
      = (centralMoment A ψ (j + k) : ℂ) := by
  have hsym : ∀ x y, inner ℂ (deviation A ψ x) y = inner ℂ x (deviation A ψ y) := by
    intro x y
    rw [deviation_apply, deviation_apply, inner_sub_left, inner_sub_right,
      inner_smul_left, inner_smul_right, Complex.conj_ofReal, hA x y]
  -- powers of a symmetric operator are symmetric
  have hpow : ∀ (n : ℕ) (x y : E),
      inner ℂ ((deviation A ψ ^ n) x) y = inner ℂ x ((deviation A ψ ^ n) y) := by
    intro n
    induction n with
    | zero => intro x y; simp
    | succ n ih =>
      intro x y
      have e1 : (deviation A ψ ^ (n + 1)) x = (deviation A ψ ^ n) (deviation A ψ x) := by
        rw [pow_succ]; rfl
      have e2 : (deviation A ψ ^ (n + 1)) y = deviation A ψ ((deviation A ψ ^ n) y) := by
        rw [pow_succ']; rfl
      rw [e1, e2, ih, hsym]
  have hadd : (deviation A ψ ^ j) ((deviation A ψ ^ k) ψ) = (deviation A ψ ^ (j + k)) ψ := by
    rw [pow_add]; rfl
  rw [hpow, hadd]
  exact (Complex.conj_eq_iff_re.mp (by rw [inner_conj_symm, hpow])).symm
```

The hypothesis `‖ψ‖ = 1` gives the values of $m_0$ and $m_1$.

```lean
/-- In a unit state the zeroth central moment is one and the first vanishes. -/
theorem centralMoment_zero_one (A : Module.End ℂ E) {ψ : E} (hψ : ‖ψ‖ = 1) :
    centralMoment A ψ 0 = 1 ∧ centralMoment A ψ 1 = 0 := by
  constructor
  · simp [centralMoment, inner_self_eq_norm_sq_to_K, hψ]
  · rw [centralMoment, pow_one, deviation_apply, inner_sub_right, inner_smul_right,
      inner_self_eq_norm_sq_to_K, hψ]
    simp [expectation]
```

The case $j=k=1$ of the overlap formula identifies the variance with a squared norm.

```lean
/-- For symmetric `A`, the second central moment `m₂` is the squared norm of `(A - ⟨A⟩) ψ`; in a
unit state it is the variance. -/
theorem variance_eq_norm_sq {A : Module.End ℂ E} (hA : LinearMap.IsSymmetric A) (ψ : E) :
    centralMoment A ψ 2 = ‖deviation A ψ ψ‖ ^ 2 := by
  have h := inner_deviation_pow hA ψ 1 1
  rw [pow_one] at h
  rw [← inner_self_eq_norm_sq (𝕜 := ℂ), h]
  exact (Complex.ofReal_re _).symm
```

## The squared norm and the two bounds

The identity for $\|w\|^2$ is stated with $w$ written out. The `simp only` call expands the inner product and replaces every overlap by a moment; `ring` then collects the terms as in the expansion above.

```lean
/-- For symmetric `A` and a unit state, the gap in the Pearson inequality, multiplied by
the variance, is the squared norm of a vector. -/
theorem pearson_identity {A : Module.End ℂ E} (hA : LinearMap.IsSymmetric A)
    {ψ : E} (hψ : ‖ψ‖ = 1) :
    ‖(centralMoment A ψ 2 : ℂ) • deviation A ψ (deviation A ψ ψ)
        - (centralMoment A ψ 3 : ℂ) • deviation A ψ ψ
        - (centralMoment A ψ 2 : ℂ) ^ 2 • ψ‖ ^ 2
      = centralMoment A ψ 2 * (centralMoment A ψ 2 * centralMoment A ψ 4
          - centralMoment A ψ 3 ^ 2 - centralMoment A ψ 2 ^ 3) := by
  obtain ⟨h0, h1⟩ := centralMoment_zero_one A hψ
  have e0 : (deviation A ψ ^ 0) ψ = ψ := by rw [pow_zero]; rfl
  have e1 : (deviation A ψ ^ 1) ψ = deviation A ψ ψ := by rw [pow_one]
  have e2 : (deviation A ψ ^ 2) ψ = deviation A ψ (deviation A ψ ψ) := by rw [pow_two]; rfl
  obtain ⟨w, hw⟩ : ∃ w, w = (centralMoment A ψ 2 : ℂ) • (deviation A ψ ^ 2) ψ
      - (centralMoment A ψ 3 : ℂ) • (deviation A ψ ^ 1) ψ
      - (centralMoment A ψ 2 : ℂ) ^ 2 • (deviation A ψ ^ 0) ψ := ⟨_, rfl⟩
  -- every overlap in the expansion is a central moment
  have h : inner ℂ w w = ((centralMoment A ψ 2 * (centralMoment A ψ 2 * centralMoment A ψ 4
      - centralMoment A ψ 3 ^ 2 - centralMoment A ψ 2 ^ 3) : ℝ) : ℂ) := by
    rw [hw]
    simp only [inner_sub_left, inner_sub_right, inner_smul_left, inner_smul_right, map_pow,
      Complex.conj_ofReal, inner_deviation_pow hA, Nat.reduceAdd, h0, h1]
    push_cast
    ring
  rw [← e2, ← e1]
  have hw' := hw
  rw [e0] at hw'
  rw [← hw', ← inner_self_eq_norm_sq (𝕜 := ℂ), h]
  exact Complex.ofReal_re _
```

The inequality needs only symmetry and normalisation. Its proof splits into zero and positive variance, and in the second case cancels the positive factor $m_2$.

```lean
/-- **Pearson inequality**: for symmetric `A` and a unit state,
`m₃² + m₂³ ≤ m₂ m₄`. -/
theorem pearson_inequality {A : Module.End ℂ E} (hA : LinearMap.IsSymmetric A)
    {ψ : E} (hψ : ‖ψ‖ = 1) :
    centralMoment A ψ 3 ^ 2 + centralMoment A ψ 2 ^ 3
      ≤ centralMoment A ψ 2 * centralMoment A ψ 4 := by
  have hvar := variance_eq_norm_sq hA ψ
  have hnn : 0 ≤ centralMoment A ψ 2 := by rw [hvar]; positivity
  rcases eq_or_lt_of_le hnn with hz | hpos
  · -- without variance the third moment vanishes too
    have hD : deviation A ψ ψ = 0 := by
      rw [← hz] at hvar
      exact norm_eq_zero.mp (pow_eq_zero_iff two_ne_zero |>.mp hvar.symm)
    have h3 : centralMoment A ψ 3 = 0 := by
      have h := inner_deviation_pow hA ψ 1 2
      rw [pow_one, hD, inner_zero_left] at h
      exact Complex.ofReal_eq_zero.mp h.symm
    rw [h3, ← hz]
    simp
  · have h : 0 ≤ centralMoment A ψ 2 * (centralMoment A ψ 2 * centralMoment A ψ 4
        - centralMoment A ψ 3 ^ 2 - centralMoment A ψ 2 ^ 3) := by
      rw [← pearson_identity hA hψ]; positivity
    have h' := (mul_nonneg_iff_of_pos_left hpos).mp h
    linarith
```

The normalised bound adds the hypothesis `0 < centralMoment A ψ 2`. The equation `hgap` writes the difference of its two sides as the previous gap divided by $m_2^3$.

```lean
/-- For symmetric `A` and a unit state with positive variance, the kurtosis is at least
the squared skewness plus one. -/
theorem skewness_sq_add_one_le_kurtosis {A : Module.End ℂ E}
    (hA : LinearMap.IsSymmetric A) {ψ : E} (hψ : ‖ψ‖ = 1)
    (hpos : 0 < centralMoment A ψ 2) :
    skewness A ψ ^ 2 + 1 ≤ kurtosis A ψ := by
  have hs : (Real.sqrt (centralMoment A ψ 2) ^ 3) ^ 2 = centralMoment A ψ 2 ^ 3 := by
    rw [← pow_mul, mul_comm 3 2, pow_mul, Real.sq_sqrt hpos.le]
  have hgap : kurtosis A ψ - (skewness A ψ ^ 2 + 1)
      = (centralMoment A ψ 2 * centralMoment A ψ 4
          - centralMoment A ψ 3 ^ 2 - centralMoment A ψ 2 ^ 3) / centralMoment A ψ 2 ^ 3 := by
    rw [kurtosis, skewness, div_pow, hs]
    field_simp
    ring
  have h : 0 ≤ kurtosis A ψ - (skewness A ψ ^ 2 + 1) := by
    rw [hgap]
    exact div_nonneg (by linarith [pearson_inequality hA hψ]) (by positivity)
  linarith
```

## The equality condition

The final theorem states that equality holds exactly when $\psi=u+v$ with $Au=au$ and $Av=bv$ for real $a,b$. Either vector may be zero, and $a$ and $b$ may coincide, so a single eigenvector is included.

In the forward direction, `hq` is the quadratic relation for $D$ on $\psi$, and `c` is $1/(p-q)$. The tactic `module` checks the resulting vector identities. In the reverse direction, `R` is the relation for $D^2\psi$ and `hrec` the moment recursion; the number called $r$ above is there named `p`. The closing `linear_combination` combines the cases $j=0,1,2$.

```lean
/-- For symmetric `A` and a unit state, the Pearson inequality is an equality exactly when
the state is a sum of two vectors, each an eigenvector of `A` or zero. -/
theorem pearson_equality_iff {A : Module.End ℂ E} (hA : LinearMap.IsSymmetric A)
    {ψ : E} (hψ : ‖ψ‖ = 1) :
    centralMoment A ψ 2 * centralMoment A ψ 4
        = centralMoment A ψ 3 ^ 2 + centralMoment A ψ 2 ^ 3 ↔
      ∃ (a b : ℝ) (u v : E), A u = (a : ℂ) • u ∧ A v = (b : ℂ) • v ∧ ψ = u + v := by
  have hAx : ∀ x, A x = deviation A ψ x + (expectation A ψ : ℂ) • x :=
    fun x => (sub_add_cancel _ _).symm
  constructor
  · intro heq
    have hvar := variance_eq_norm_sq hA ψ
    have hnn : 0 ≤ centralMoment A ψ 2 := by rw [hvar]; positivity
    rcases eq_or_lt_of_le hnn with hz | hpos
    · have hD : deviation A ψ ψ = 0 := by
        rw [← hz] at hvar
        exact norm_eq_zero.mp (pow_eq_zero_iff two_ne_zero |>.mp hvar.symm)
      exact ⟨expectation A ψ, 0, ψ, 0, by rw [hAx, hD, zero_add], by simp, by simp⟩
    · -- the two roots of x² - (m₃/m₂) x - m₂
      obtain ⟨p, q, hne, hsum, hprod⟩ : ∃ p q : ℝ, p - q ≠ 0 ∧
          centralMoment A ψ 2 * (p + q) = centralMoment A ψ 3 ∧
          p * q = -centralMoment A ψ 2 := by
        obtain ⟨t, ht⟩ : ∃ t, centralMoment A ψ 2 * t = centralMoment A ψ 3 :=
          ⟨centralMoment A ψ 3 / centralMoment A ψ 2, by field_simp⟩
        have hr : 0 < t ^ 2 + 4 * centralMoment A ψ 2 := by positivity
        have hd := Real.sqrt_pos.mpr hr
        have hsq := Real.sq_sqrt hr.le
        refine ⟨(t + Real.sqrt (t ^ 2 + 4 * centralMoment A ψ 2)) / 2,
          (t - Real.sqrt (t ^ 2 + 4 * centralMoment A ψ 2)) / 2, ?_, ?_, ?_⟩
        · intro h; linarith
        · linear_combination ht
        · linear_combination (-1 / 4) * hsq
      have hid := pearson_identity hA hψ
      rw [heq, add_sub_cancel_left, sub_self, mul_zero] at hid
      have hz := norm_eq_zero.mp (pow_eq_zero_iff two_ne_zero |>.mp hid)
      have c1 : (centralMoment A ψ 3 : ℂ) = centralMoment A ψ 2 * ((p : ℂ) + q) := by
        exact_mod_cast hsum.symm
      have c2 : (p : ℂ) * q = -(centralMoment A ψ 2 : ℂ) := by exact_mod_cast hprod
      have hm : (centralMoment A ψ 2 : ℂ) ≠ 0 := Complex.ofReal_ne_zero.mpr hpos.ne'
      have hs : (centralMoment A ψ 2 : ℂ) • (deviation A ψ (deviation A ψ ψ)
          - (((p : ℂ) + q) • deviation A ψ ψ - ((p : ℂ) * q) • ψ)) = 0 := by
        linear_combination (norm := module) hz + c1 • (deviation A ψ ψ)
          + ((centralMoment A ψ 2 : ℂ) * c2) • ψ
      have hq := sub_eq_zero.mp ((smul_eq_zero.mp hs).resolve_left hm)
      obtain ⟨c, hc⟩ : ∃ c : ℂ, 1 = c * ((p : ℂ) - q) :=
        ⟨((p : ℂ) - q)⁻¹, (inv_mul_cancel₀ (by exact_mod_cast hne)).symm⟩
      -- project onto the two eigenvectors
      refine ⟨expectation A ψ + p, expectation A ψ + q,
        c • (deviation A ψ ψ - (q : ℂ) • ψ), -(c • (deviation A ψ ψ - (p : ℂ) • ψ)),
        ?_, ?_, ?_⟩
      · rw [hAx]
        simp only [map_smul, map_sub, hq]
        push_cast
        module
      · rw [hAx]
        simp only [map_neg, map_smul, map_sub, hq]
        push_cast
        module
      · linear_combination (norm := module) hc • ψ
  · rintro ⟨a, b, u, v, hu, hv, h⟩
    obtain ⟨h0, h1⟩ := centralMoment_zero_one A hψ
    have hDu : deviation A ψ u = ((a : ℂ) - expectation A ψ) • u := by
      rw [deviation_apply, hu, sub_smul]
    have hDv : deviation A ψ v = ((b : ℂ) - expectation A ψ) • v := by
      rw [deviation_apply, hv, sub_smul]
    have d1 : deviation A ψ ψ
        = ((a : ℂ) - expectation A ψ) • u + ((b : ℂ) - expectation A ψ) • v := by
      calc deviation A ψ ψ = deviation A ψ (u + v) := congrArg (fun x => deviation A ψ x) h
        _ = _ := by rw [map_add, hDu, hDv]
    obtain ⟨s, hs⟩ : ∃ s : ℝ, s = a + b - 2 * expectation A ψ := ⟨_, rfl⟩
    obtain ⟨p, hp⟩ : ∃ p : ℝ, p = -((a - expectation A ψ) * (b - expectation A ψ)) := ⟨_, rfl⟩
    have e0 : (deviation A ψ ^ 0) ψ = u + v := by rw [pow_zero]; exact h
    have e2 : (deviation A ψ ^ 2) ψ = deviation A ψ (deviation A ψ ψ) := by
      rw [pow_two]; rfl
    have R : (deviation A ψ ^ 2) ψ
        = (s : ℂ) • (deviation A ψ ^ 1) ψ + (p : ℂ) • (deviation A ψ ^ 0) ψ := by
      rw [e2, e0, pow_one, d1, map_add, map_smul, map_smul, hDu, hDv, hs, hp]
      push_cast
      module
    -- two eigenvalues give a two-term recursion for the moments
    have hrec : ∀ j, centralMoment A ψ (j + 2)
        = s * centralMoment A ψ (j + 1) + p * centralMoment A ψ j := by
      intro j
      have g := inner_deviation_pow hA ψ j 2
      rw [R, inner_add_right, inner_smul_right, inner_smul_right,
        inner_deviation_pow hA, inner_deviation_pow hA] at g
      simp only [add_zero] at g
      exact_mod_cast g.symm
    have r0 : centralMoment A ψ 2 = s * centralMoment A ψ 1 + p * centralMoment A ψ 0 := hrec 0
    have r1 : centralMoment A ψ 3 = s * centralMoment A ψ 2 + p * centralMoment A ψ 1 := hrec 1
    have r2 : centralMoment A ψ 4 = s * centralMoment A ψ 3 + p * centralMoment A ψ 2 := hrec 2
    rw [h0, h1] at r0
    rw [h1] at r1
    linear_combination centralMoment A ψ 2 * r2 - centralMoment A ψ 3 * r1
      - centralMoment A ψ 2 ^ 2 * r0

end

end PearsonMomentInequality
```

```lean
#print axioms PearsonMomentInequality.skewness_sq_add_one_le_kurtosis
-- 'PearsonMomentInequality.skewness_sq_add_one_le_kurtosis' depends on axioms: [propext, Classical.choice, Quot.sound]
#print axioms PearsonMomentInequality.pearson_equality_iff
-- 'PearsonMomentInequality.pearson_equality_iff' depends on axioms: [propext, Classical.choice, Quot.sound]
```
